# At real energy, the complex wavevectors of a Hermitian block chain pair as k and conj k

Suppose a complex band calculation for a periodic lead returns a wave that decays to the right, and no partner that grows at the same rate. Unless I know that the partner must exist, I can't tell whether the solver has lost a solution or the lead simply has none.

The physical claim is that at fixed real energy the solutions pair as k and conj k. I would like to see it made rigorous and machine-checked for the equation that ultrasoft pseudopotentials lead to, where an overlap matrix also couples neighbouring cells. I also solve a doubled linear eigenvalue problem instead of the original equation, so I want to be sure that the doubling neither adds nor loses solutions. Can both be proved, with multiplicities counted?

## The partner comes from the adjoint of the Bloch matrix

Yes, with multiplicity counted as the number of independent solutions at each wavevector. Take a chain of identical cells, each with N basis functions, in which only neighbouring cells couple. At fixed energy the amplitudes ψ_m in cell m obey

K1ᴴ ψ_(m−1) + K0 ψ_m + K1 ψ_(m+1) = 0,

where K0 and K1 are N × N complex matrices and ᴴ is the conjugate transpose. A Bloch wave ψ_m = zᵐ u, with z a nonzero complex number, solves this exactly when P(z) u = 0, where

P(z) = K1ᴴ/z + K0 + z K1.

**Doubling.** Define the block matrices

A = [[0, 1], [−K1ᴴ, −K0]],  B = [[1, 0], [0, K1]].

For a doubled vector (u, v), the equation A(u, v) = z B(u, v) has two block rows:

v = z u,
−K1ᴴ u − K0 v = z K1 v.

Insert the first row into the second and bring everything to one side:

K1ᴴ u + z K0 u + z² K1 u = 0.

The left side is z P(z) u. Since z ≠ 0, it vanishes exactly when P(z) u = 0. The map from u to (u, z u) is linear and one-to-one, so the doubled problem has as many independent solutions at z as P(z) u = 0. In particular, it has a nonzero solution at z if and only if det P(z) = 0. None of this uses Hermiticity of K0.

**Reflection.** Now let K0 be Hermitian. Taking the adjoint conjugates the scalars and exchanges K1 with K1ᴴ:

P(z)ᴴ = K1/(conj z) + K0 + (conj z) K1ᴴ.

Inserting 1/conj z into the definition of P gives

P(1/conj z) = (conj z) K1ᴴ + K0 + K1/(conj z),

which is the same matrix. A matrix and its adjoint have equal rank, and the dimension of the kernel is N minus the rank. Therefore

dim ker P(z) = dim ker P(1/conj z).

For N ≥ 2 the two kernels can contain different vectors; the argument equates only their dimensions.

**Wavevectors.** Write z = exp(i k d), where k is the complex wavevector and the real number d is the length of a cell. Then conj z = exp(−i (conj k) d), so

1/conj z = exp(i (conj k) d).

The reflection of z is thus the conjugation of k. For d > 0 and Im k > 0 the wave at k decays to the right and the one at conj k grows.

**Overlap.** With Hamiltonian blocks H0, H1 and overlap blocks S0, S1, the matrix of the secular equation is

H(k) − E S(k) = (H1ᴴ − E S1ᴴ)/z + (H0 − E S0) + z (H1 − E S1).

For real E the first bracket is the adjoint of the last, and H0 − E S0 is Hermitian if H0 and S0 are. So this is P(z) with K0 = H0 − E S0 and K1 = H1 − E S1, and the pairing follows.

## What the Lean statements say about the chain

The finite index type `n` labels the basis functions of one cell, so N is its number of elements. `blochMatrix K0 K1 z` is P(z). The Bloch factor has type `ℂˣ`, the nonzero complex numbers, so z ≠ 0 is built into its type. The reflected factor 1/conj z appears as `(star z)⁻¹`. Doubled vectors are indexed by `n ⊕ n`, and `Sum.elim u v` is the vector (u, v).

- `pencil_iff` says that (u, v) solves the doubled problem at z exactly when v = z u and P(z) u = 0. That the doubling keeps the number of independent solutions follows from this, but is not stated as a separate theorem.
- `pencil_eigenvalue_iff_det` says that a nonzero doubled solution exists exactly when det P(z) = 0.
- `finrank_ker_reflected` gives the equality of kernel dimensions for Hermitian `K0`, and `pencil_eigenvalue_pairing` says that the doubled problem has a nonzero solution at z exactly when it has one at 1/conj z.
- `complex_band_pairing` is the physical statement: `secularMatrix` has kernels of equal dimension at k and conj k.

The last theorem takes `E` and `d` as real numbers and assumes that `H0` and `S0` are Hermitian. Hermiticity of `H0` stands for a cell without absorption or gain, and that of `S0` for an overlap that comes from an inner product. `H1` and `S1` are arbitrary, because the coupling to the left is defined as the adjoint of the coupling to the right. Positivity of the overlap is not assumed.

The model is a perfect infinite chain with finitely many basis functions per cell, nearest-neighbour coupling and given, energy-independent blocks. A longer finite coupling range fits after several cells are grouped into one. How the blocks arise from an ultrasoft pseudopotential, and whether the potential is self-consistent, is left to the calculation that supplies them. The multiplicity is the number of independent Bloch vectors u, not the order of z as a root of a determinant.

```lean
import Mathlib

open Matrix Module
open scoped ComplexConjugate ComplexOrder

noncomputable section

namespace ComplexBandPairing

variable {n : Type*}

/-- The Bloch matrix `P(z) = K1ᴴ / z + K0 + z K1` of a block chain, for a nonzero complex
Bloch factor `z`. -/
def blochMatrix (K0 K1 : Matrix n n ℂ) (z : ℂˣ) : Matrix n n ℂ :=
  ((z⁻¹ : ℂˣ) : ℂ) • K1ᴴ + K0 + (z : ℂ) • K1

/-- The left matrix of the doubled linear pencil. -/
def pencilA [DecidableEq n] (K0 K1 : Matrix n n ℂ) : Matrix (n ⊕ n) (n ⊕ n) ℂ :=
  fromBlocks 0 1 (-K1ᴴ) (-K0)

/-- The right matrix of the doubled linear pencil, which multiplies the Bloch factor. -/
def pencilB [DecidableEq n] (K1 : Matrix n n ℂ) : Matrix (n ⊕ n) (n ⊕ n) ℂ :=
  fromBlocks 1 0 0 K1

/-- The Bloch factor `exp(i k d)` of a complex wavevector `k` for the real cell length `d`. -/
def blochFactor (d : ℝ) (k : ℂ) : ℂˣ :=
  Units.mk0 (Complex.exp (Complex.I * k * d)) (Complex.exp_ne_zero _)

/-- The secular matrix `H(k) - E S(k)` at real energy `E`, with Hamiltonian blocks `H0`, `H1`
and overlap blocks `S0`, `S1` within a cell and between neighbouring cells. -/
def secularMatrix (H0 H1 S0 S1 : Matrix n n ℂ) (E d : ℝ) (k : ℂ) : Matrix n n ℂ :=
  blochMatrix H0 H1 (blochFactor d k) - (E : ℂ) • blochMatrix S0 S1 (blochFactor d k)

/-- A doubled vector `(u, v)` solves the linear pencil at `z` exactly when `v = z u` and
`P(z) u = 0`. -/
theorem pencil_iff [Fintype n] [DecidableEq n] (K0 K1 : Matrix n n ℂ) (z : ℂˣ)
    (u v : n → ℂ) :
    pencilA K0 K1 *ᵥ Sum.elim u v = (z : ℂ) • (pencilB K1 *ᵥ Sum.elim u v) ↔
      v = (z : ℂ) • u ∧ blochMatrix K0 K1 z *ᵥ u = 0 := by
  -- multiplying by `z` clears the denominator
  have key : (z : ℂ) • (blochMatrix K0 K1 z *ᵥ u) =
      K1ᴴ *ᵥ u + K0 *ᵥ ((z : ℂ) • u) + (z : ℂ) • (K1 *ᵥ ((z : ℂ) • u)) := by
    simp only [blochMatrix, Matrix.add_mulVec, Matrix.smul_mulVec, Matrix.mulVec_smul,
      smul_add, smul_smul, Units.mul_inv, one_smul]
  -- the two block rows of the pencil
  have split : pencilA K0 K1 *ᵥ Sum.elim u v = (z : ℂ) • (pencilB K1 *ᵥ Sum.elim u v) ↔
      v = (z : ℂ) • u ∧ -(K1ᴴ *ᵥ u) + -(K0 *ᵥ v) = (z : ℂ) • (K1 *ᵥ v) := by
    constructor
    · intro h
      constructor
      · funext i
        have hi := congrFun h (Sum.inl i)
        simpa [pencilA, pencilB, fromBlocks_mulVec] using hi
      · funext i
        have hi := congrFun h (Sum.inr i)
        simpa [pencilA, pencilB, fromBlocks_mulVec, Matrix.neg_mulVec] using hi
    · rintro ⟨h1, h2⟩
      funext i
      rcases i with i | i
      · have hi := congrFun h1 i
        simpa [pencilA, pencilB, fromBlocks_mulVec] using hi
      · have hi := congrFun h2 i
        simpa [pencilA, pencilB, fromBlocks_mulVec, Matrix.neg_mulVec] using hi
  rw [split]
  constructor
  · rintro ⟨rfl, h⟩
    refine ⟨rfl, ?_⟩
    have h0 : (z : ℂ) • (blochMatrix K0 K1 z *ᵥ u) = 0 := by
      rw [key, ← h]
      abel
    exact (smul_eq_zero.mp h0).resolve_left z.ne_zero
  · rintro ⟨rfl, h⟩
    refine ⟨rfl, ?_⟩
    rw [h, smul_zero] at key
    rw [eq_neg_of_add_eq_zero_right key.symm, neg_add]

/-- The doubled pencil has a nonzero solution at `z` exactly when `det P(z) = 0`. -/
theorem pencil_eigenvalue_iff_det [Fintype n] [DecidableEq n] (K0 K1 : Matrix n n ℂ)
    (z : ℂˣ) :
    (∃ w ≠ 0, pencilA K0 K1 *ᵥ w = (z : ℂ) • (pencilB K1 *ᵥ w)) ↔
      (blochMatrix K0 K1 z).det = 0 := by
  rw [← Matrix.exists_mulVec_eq_zero_iff]
  constructor
  · rintro ⟨w, hw, h⟩
    obtain ⟨u, v, rfl⟩ : ∃ u v : n → ℂ, w = Sum.elim u v :=
      ⟨w ∘ Sum.inl, w ∘ Sum.inr, (Sum.elim_comp_inl_inr w).symm⟩
    obtain ⟨rfl, hu⟩ := (pencil_iff K0 K1 z u v).1 h
    refine ⟨u, ?_, hu⟩
    rintro rfl
    apply hw
    funext i
    rcases i with i | i <;> simp
  · rintro ⟨u, hu, h⟩
    exact ⟨Sum.elim u ((z : ℂ) • u),
      fun h0 => hu (funext fun i => congrFun h0 (Sum.inl i)),
      (pencil_iff K0 K1 z u _).2 ⟨rfl, h⟩⟩

/-- For Hermitian `K0`, the adjoint of `P(z)` is `P(1 / conj z)`. -/
theorem blochMatrix_conjTranspose {K0 : Matrix n n ℂ} (hK0 : K0.IsHermitian)
    (K1 : Matrix n n ℂ) (z : ℂˣ) :
    (blochMatrix K0 K1 z)ᴴ = blochMatrix K0 K1 (star z)⁻¹ := by
  simp only [blochMatrix, conjTranspose_add, conjTranspose_smul, conjTranspose_conjTranspose,
    hK0.eq, inv_inv, Units.val_inv_eq_inv_val, Units.coe_star, star_inv₀]
  abel

/-- For Hermitian `K0`, the kernels of `P(z)` and `P(1 / conj z)` have equal dimension. -/
theorem finrank_ker_reflected [Fintype n] {K0 : Matrix n n ℂ} (hK0 : K0.IsHermitian)
    (K1 : Matrix n n ℂ) (z : ℂˣ) :
    finrank ℂ (LinearMap.ker (blochMatrix K0 K1 z).mulVecLin) =
      finrank ℂ (LinearMap.ker (blochMatrix K0 K1 (star z)⁻¹).mulVecLin) := by
  rw [← blochMatrix_conjTranspose hK0]
  -- a matrix and its adjoint have the same rank, hence the same nullity
  have h1 := LinearMap.finrank_range_add_finrank_ker (blochMatrix K0 K1 z).mulVecLin
  have h2 := LinearMap.finrank_range_add_finrank_ker (blochMatrix K0 K1 z)ᴴ.mulVecLin
  have h3 := Matrix.rank_conjTranspose (blochMatrix K0 K1 z)
  unfold Matrix.rank at h3
  omega

/-- For Hermitian `K0`, the doubled pencil has a nonzero solution at `z` exactly when it has
one at `1 / conj z`. -/
theorem pencil_eigenvalue_pairing [Fintype n] [DecidableEq n] {K0 : Matrix n n ℂ}
    (hK0 : K0.IsHermitian) (K1 : Matrix n n ℂ) (z : ℂˣ) :
    (∃ w ≠ 0, pencilA K0 K1 *ᵥ w = (z : ℂ) • (pencilB K1 *ᵥ w)) ↔
      ∃ w ≠ 0, pencilA K0 K1 *ᵥ w =
        (((star z)⁻¹ : ℂˣ) : ℂ) • (pencilB K1 *ᵥ w) := by
  rw [pencil_eigenvalue_iff_det, pencil_eigenvalue_iff_det, ← blochMatrix_conjTranspose hK0,
    det_conjTranspose, star_eq_zero]

/-- The reflection `z ↦ 1 / conj z` of Bloch factors takes the wavevector `k` to `conj k`. -/
theorem blochFactor_reflected (d : ℝ) (k : ℂ) :
    (star (blochFactor d k))⁻¹ = blochFactor d (conj k) := by
  apply Units.ext
  rw [Units.val_inv_eq_inv_val, Units.coe_star]
  change (conj (Complex.exp (Complex.I * k * d)))⁻¹ = Complex.exp (Complex.I * conj k * d)
  rw [← Complex.exp_conj, ← Complex.exp_neg]
  congr 1
  simp

/-- At fixed real energy, with Hermitian on-site Hamiltonian and overlap blocks, the secular
equation has equally many independent solutions at the complex wavevectors `k` and `conj k`. -/
theorem complex_band_pairing [Fintype n] {H0 S0 : Matrix n n ℂ} (hH : H0.IsHermitian)
    (hS : S0.IsHermitian) (H1 S1 : Matrix n n ℂ) (E d : ℝ) (k : ℂ) :
    finrank ℂ (LinearMap.ker (secularMatrix H0 H1 S0 S1 E d k).mulVecLin) =
      finrank ℂ (LinearMap.ker (secularMatrix H0 H1 S0 S1 E d (conj k)).mulVecLin) := by
  -- at real energy the secular matrix is itself a Bloch matrix
  have hsec : ∀ q : ℂ, secularMatrix H0 H1 S0 S1 E d q =
      blochMatrix (H0 - (E : ℂ) • S0) (H1 - (E : ℂ) • S1) (blochFactor d q) := by
    intro q
    simp only [secularMatrix, blochMatrix, conjTranspose_sub, conjTranspose_smul,
      Complex.star_def, Complex.conj_ofReal]
    module
  have hK : (H0 - (E : ℂ) • S0).IsHermitian := by
    simp only [Matrix.IsHermitian, conjTranspose_sub, conjTranspose_smul, hH.eq, hS.eq,
      Complex.star_def, Complex.conj_ofReal]
  rw [hsec, hsec, ← blochFactor_reflected]
  exact finrank_ker_reflected hK _ _

/-- A one-orbital chain with the imaginary on-site term `-(3/2) i` and unit coupling has
`P(z) = 0` at `z = 2i`, but `P(1 / conj z) = -3i`. -/
theorem pairing_fails_without_hermiticity :
    blochMatrix !![-(3 / 2) * Complex.I] !![1]
        (Units.mk0 (2 * Complex.I) (by simp)) = 0 ∧
      blochMatrix !![-(3 / 2) * Complex.I] !![1]
        (star (Units.mk0 (2 * Complex.I) (by simp)))⁻¹ = !![-3 * Complex.I] := by
  constructor
  · ext i j
    fin_cases i
    fin_cases j
    simp [blochMatrix]
    ring
  · ext i j
    fin_cases i
    fin_cases j
    simp [blochMatrix]
    ring

end ComplexBandPairing
```

```lean
#print axioms ComplexBandPairing.pencil_eigenvalue_pairing
-- 'ComplexBandPairing.pencil_eigenvalue_pairing' depends on axioms: [propext, Classical.choice, Quot.sound]
#print axioms ComplexBandPairing.complex_band_pairing
-- 'ComplexBandPairing.complex_band_pairing' depends on axioms: [propext, Classical.choice, Quot.sound]
#print axioms ComplexBandPairing.pairing_fails_without_hermiticity
-- 'ComplexBandPairing.pairing_fails_without_hermiticity' depends on axioms: [propext, Classical.choice, Quot.sound]
```

## How the proof follows the algebra

In `pencil_iff`, the intermediate equation `key` is the expansion of z P(z) u, where multiplication by z clears the denominator. The equivalence `split` separates the doubled equation into its two block rows by evaluating it on the first copy of `n` (`Sum.inl`) and on the second (`Sum.inr`). In the forward direction v is replaced by z u, `key` and the second row give z P(z) u = 0, and `z.ne_zero` removes the factor z. In the backward direction P(z) u = 0 turns `key` into the second row.

`pencil_eigenvalue_iff_det` starts from the fact that a determinant vanishes exactly when the matrix has a nonzero null vector. It cuts a doubled solution w into its halves u and v and applies `pencil_iff`. If u were zero, v = z u would vanish too, and w with it. Conversely, a null vector u of P(z) yields the doubled solution (u, z u).

`blochMatrix_conjTranspose` is the adjoint computation: `simp only` conjugates each term and uses `hK0.eq` for K0ᴴ = K0, and `abel` puts the three terms in the same order. In `finrank_ker_reflected`, `h1` and `h2` are rank-nullity for P(z) and its adjoint, `h3` is the equality of their ranks, and `omega` draws the conclusion about the kernels. `pencil_eigenvalue_pairing` takes the route through determinants: det P(1/conj z) is the complex conjugate of det P(z), so both vanish together.

`blochFactor_reflected` moves the conjugation and the inverse into the exponent, where `simp` checks that the two exponents agree. In `complex_band_pairing`, the step `hsec` regroups H(k) − E S(k) as a Bloch matrix, and `hK` shows that its on-site block is Hermitian. Both use that E equals its own conjugate. The kernel theorem then finishes the proof.

## An absorbing site breaks the pairing

The final theorem, `pairing_fails_without_hermiticity`, takes one orbital per cell with K0 = −(3/2)i and K1 = 1. At z = 2i,

P(2i) = −i/2 − 3i/2 + 2i = 0.

The reflected point is 1/conj(2i) = i/2, and there

P(i/2) = −2i − 3i/2 + i/2 = −3i.

So there is one solution at 2i and none at its reflection. The other solution of this chain is at −i/2. It decays at the rate at which the first one grows, but its phase is not that of the reflected point, so the wavevectors are not k and conj k. At E = 0 with an orthonormal basis, this K0 is an on-site energy with negative imaginary part, which describes absorption. Lean evaluates the single matrix entry at both points.

## The pairing in a complex band calculation

For a lead described by localised orbitals or a real-space grid, a code can form K0 = H0 − E S0 and K1 = H1 − E S1 at each energy, assemble A and B, and pass them to a generalised eigenvalue routine such as LAPACK's `zggev`. The upper half of each eigenvector with finite nonzero z is the Bloch vector u. With d > 0, solutions with |z| < 1 decay to the right, those with |z| > 1 grow, and those with |z| = 1 are Bloch waves that neither decay nor grow.

The pairing then gives a direct check on the output: for every finite nonzero z with |z| ≠ 1, look for 1/conj z in the list. If |z| = 1, then 1/conj z is z itself, so the check says nothing about waves that neither decay nor grow, and it doesn't pair left-moving with right-moving ones. The comparison should use a relative tolerance, since strongly decaying states have very small |z| and their partners very large |z|. For the most extreme values, rounding can spoil even the relative agreement. A missing partner at real energy points to a numerical error or to blocks that are not Hermitian where they should be.

Two situations need care:

- If K1 is singular, as when some orbitals don't reach the next cell, the routine also returns z = 0 and infinite eigenvalues. These correspond to no finite wavevector and should be removed before the comparison. Rounding can turn them into very small and very large finite numbers. At special energies det P(z) can even vanish for every z, for example at the energy of an orbital that couples to nothing. The returned eigenvalues can then be arbitrary, and the check doesn't apply.
- Transport codes often replace E by E + iη with a small positive η. The secular matrix then no longer meets the real-energy hypothesis, and its solutions at that one energy need not pair exactly. If the overlap couples neighbouring cells, the lower left block of A must then be −(H1ᴴ − (E + iη) S1ᴴ), which is no longer −K1ᴴ. The check belongs at η = 0.

For a perfectly periodic lead with a Hermitian Hamiltonian and overlap, a finite coupling range and finitely many basis functions per cell, this means that every evanescent state entering a tunnelling or electrode calculation at real energy has a partner with the opposite decay rate, also when the basis is non-orthogonal.
